# Central differences of a kicked dipole give the linear response within (4/3)‖X‖⁴κ² in finite dimension

A system in an energy eigenstate receives a sudden field pulse, and its dipole X is then recorded over time. The oscillations carry the transition energies, but a pulse of finite strength κ also excites nonlinear response. Subtracting the run with −κ removes the even orders in κ. How much error is left after dividing by 2κ?

```lean
import Mathlib

open scoped InnerProductSpace ComplexConjugate

namespace DeltaKickCentralDifference

noncomputable section

variable {𝔸 : Type*} [CStarAlgebra 𝔸]
```

Observables first live in a C*-algebra `𝔸`, for example the bounded operators on a Hilbert space.

```lean
/-- The operator `exp(i s A)`. -/
def phase (A : 𝔸) (s : ℝ) : 𝔸 := NormedSpace.exp ((Complex.I * (s : ℂ)) • A)
```

`phase A s` is exp(isA), with ħ = 1.

```lean
/-- The conjugated observable `exp(-i s A) B exp(i s A)`. -/
def heisenberg (A B : 𝔸) (s : ℝ) : 𝔸 := phase A (-s) * B * phase A s
```

`heisenberg A B s` is the conjugated observable, written B(s) below:

B(s) = exp(−isA) B exp(isA).

```lean
/-- The commutator `i (B A - A B)`. -/
def kickRate (A B : 𝔸) : 𝔸 := Complex.I • (B * A - A * B)
```

`kickRate A B` is B₁ = i(BA − AB).

```lean
/-- For Hermitian `A`, the adjoint of `exp(i s A)` is `exp(-i s A)`. -/
theorem phase_star {A : 𝔸} (hA : IsSelfAdjoint A) (s : ℝ) :
    star (phase A s) = phase A (-s) := by
  let : NormedAlgebra ℚ 𝔸 := NormedAlgebra.restrictScalars ℚ ℂ 𝔸
  have h : star (Complex.I * (s : ℂ)) = Complex.I * ((-s : ℝ) : ℂ) := by
    rw [Complex.star_def, map_mul, Complex.conj_I, Complex.conj_ofReal]
    push_cast
    ring
  rw [phase, NormedSpace.star_exp, star_smul, hA.star_eq, h, phase]
```

In a Lean theorem, hypotheses precede the first colon outside all brackets and the claim follows it. Here `IsSelfAdjoint A` says that A is Hermitian. Taking the adjoint conjugates i, so exp(isA)† = exp(−isA).

```lean
/-- Conjugation by `exp(i s A)` with Hermitian `A` does not increase the norm of an observable. -/
theorem norm_heisenberg_le {A : 𝔸} (hA : IsSelfAdjoint A) (B : 𝔸) (s : ℝ) :
    ‖heisenberg A B s‖ ≤ ‖B‖ := by
  let : NormedAlgebra ℚ 𝔸 := NormedAlgebra.restrictScalars ℚ ℂ 𝔸
  have key : ∀ r : ℝ, ‖phase A r‖ ≤ 1 := by
    intro r
    rcases subsingleton_or_nontrivial 𝔸 with h | h
    · rw [Subsingleton.elim (phase A r) 0, norm_zero]
      exact zero_le_one
    · have hu : star (phase A r) * phase A r = 1 := by
        rw [phase_star hA, phase, phase, ← NormedSpace.exp_add_of_commute
          (((Commute.refl A).smul_left _).smul_right _), ← add_smul]
        simp
      have hn := CStarRing.norm_star_mul_self (x := phase A r)
      rw [hu, CStarRing.norm_one] at hn
      nlinarith [norm_nonneg (phase A r)]
  calc ‖heisenberg A B s‖ ≤ ‖phase A (-s)‖ * ‖B‖ * ‖phase A s‖ :=
        (norm_mul_le _ _).trans (by gcongr; exact norm_mul_le _ _)
    _ ≤ 1 * ‖B‖ * 1 := by
        gcongr
        · exact key _
        · exact key _
    _ = ‖B‖ := by ring
```

Hence exp(isA) is unitary with norm at most 1, and ‖B(s)‖ ≤ ‖B‖.

```lean
/-- The derivative of the conjugated observable is the conjugated commutator `i (B A - A B)`. -/
theorem hasDerivAt_heisenberg (A B : 𝔸) (s : ℝ) :
    HasDerivAt (heisenberg A B) (heisenberg A (kickRate A B) s) s := by
  have e : ∀ (C : 𝔸) (r : ℝ), r • (Complex.I • C) = (Complex.I * (r : ℂ)) • C := by
    intro C r
    rw [← Complex.coe_smul, smul_smul, mul_comm]
  have e1 : ∀ r : ℝ, phase A (-r) = NormedSpace.exp (r • (Complex.I • -A)) := by
    intro r
    rw [e]
    simp [phase]
  have e2 : ∀ r : ℝ, phase A r = NormedSpace.exp (r • (Complex.I • A)) := by
    intro r
    rw [e, phase]
  have h1 : HasDerivAt (fun r => phase A (-r)) (phase A (-s) * (Complex.I • -A)) s := by
    simpa only [e1] using hasDerivAt_exp_smul_const (Complex.I • -A) s
  have h2 : HasDerivAt (fun r => phase A r) ((Complex.I • A) * phase A s) s := by
    simpa only [e2] using hasDerivAt_exp_smul_const' (Complex.I • A) s
  refine ((h1.mul_const B).fun_mul h2).congr_deriv ?_
  simp only [heisenberg, kickRate, smul_neg, smul_sub, mul_sub, sub_mul, mul_neg, neg_mul,
    smul_mul_assoc, mul_smul_comm, mul_assoc]
  abel
```

The product rule gives

B′(s) = exp(−isA)(−iAB + iBA)exp(isA) = B₁(s).

```lean
/-- For Hermitian `A` and `s ≥ 0`, the odd part in `s` of the conjugated observable is
linear up to a cubic remainder. -/
theorem central_difference {A : 𝔸} (hA : IsSelfAdjoint A) (B : 𝔸) {s : ℝ} (hs : 0 ≤ s) :
    ‖heisenberg A B s - heisenberg A B (-s) - ((2 * s : ℝ) : ℂ) • kickRate A B‖
      ≤ 8 * ‖A‖ ^ 3 * ‖B‖ * s ^ 3 / 3 := by
  -- integrating a power bound on the derivative
  have grow : ∀ (g g' : ℝ → 𝔸) (c : ℝ) (n : ℕ), g 0 = 0 → (∀ x, HasDerivAt g (g' x) x) →
      (∀ x, 0 ≤ x → ‖g' x‖ ≤ c * x ^ n) →
      ∀ x, 0 ≤ x → ‖g x‖ ≤ c * x ^ (n + 1) / ((n : ℝ) + 1) := by
    intro g g' c n h0 hd hb x hx
    have hB : ∀ y : ℝ, HasDerivAt (fun y : ℝ => c * y ^ (n + 1) / ((n : ℝ) + 1))
        (c * y ^ n) y := by
      intro y
      have hn : (n : ℝ) + 1 ≠ 0 := by positivity
      refine (((hasDerivAt_pow (n + 1) y).const_mul c).div_const ((n : ℝ) + 1)).congr_deriv ?_
      rw [Nat.add_sub_cancel, div_eq_iff hn]
      push_cast
      ring
    exact image_norm_le_of_norm_deriv_right_le_deriv_boundary
      (fun y _ => (hd y).continuousAt.continuousWithinAt)
      (fun y _ => (hd y).hasDerivWithinAt) (by simp [h0]) hB
      (fun y hy => hb y hy.1) (Set.right_mem_Icc.mpr hx)
  have hr : ∀ C : 𝔸, ‖kickRate A C‖ ≤ 2 * ‖A‖ * ‖C‖ := by
    intro C
    rw [kickRate, norm_smul, Complex.norm_I, one_mul]
    linarith [norm_sub_le (C * A) (A * C), norm_mul_le C A, norm_mul_le A C]
  have hd := hasDerivAt_heisenberg A
  have hn : ∀ (C : 𝔸) (x : ℝ), HasDerivAt (fun r => heisenberg A C (-r))
      (-heisenberg A (kickRate A C) (-x)) x := by
    intro C x
    have h := (hd C (-x)).scomp x (hasDerivAt_neg x)
    rw [neg_one_smul] at h
    exact h
  have hz : ∀ C : 𝔸, heisenberg A C 0 = C := by
    intro C
    simp [heisenberg, phase]
  set B1 := kickRate A B
  set B2 := kickRate A B1
  set M := 8 * ‖A‖ ^ 3 * ‖B‖
  have hM : ‖kickRate A B2‖ ≤ M := by
    calc ‖kickRate A B2‖ ≤ 2 * ‖A‖ * ‖B2‖ := hr _
      _ ≤ 2 * ‖A‖ * (2 * ‖A‖ * ‖B1‖) := by gcongr; exact hr _
      _ ≤ 2 * ‖A‖ * (2 * ‖A‖ * (2 * ‖A‖ * ‖B‖)) := by gcongr; exact hr _
      _ = M := by ring
  -- three integrations, starting from the third derivative
  have b2 := grow (fun x => heisenberg A B2 x - heisenberg A B2 (-x)) _ (2 * M) 0 (by simp)
    (fun x => (hd B2 x).fun_sub (hn B2 x)) (fun x _ => by
      rw [pow_zero, mul_one]
      refine (norm_sub_le _ _).trans ?_
      rw [norm_neg]
      linarith [norm_heisenberg_le hA (kickRate A B2) x,
        norm_heisenberg_le hA (kickRate A B2) (-x)])
  have b1 := grow (fun x => heisenberg A B1 x + heisenberg A B1 (-x) - (2 : ℝ) • B1)
    (fun x => heisenberg A B2 x - heisenberg A B2 (-x)) (2 * M) 1
    (by simp only [neg_zero, hz]; module)
    (fun x => (((hd B1 x).fun_add (hn B1 x)).sub_const _).congr_deriv (by abel))
    (fun x hx => (b2 x hx).trans (le_of_eq (by simp)))
  have b0 := grow (fun x => heisenberg A B x - heisenberg A B (-x) - (2 * x) • B1)
    (fun x => heisenberg A B1 x + heisenberg A B1 (-x) - (2 : ℝ) • B1) M 2
    (by simp)
    (fun x => (((hd B x).fun_sub (hn B x)).fun_sub
      (((hasDerivAt_id' x).const_mul 2).smul_const B1)).congr_deriv (by
        rw [mul_one, sub_neg_eq_add]))
    (fun x hx => (b1 x hx).trans (le_of_eq (by push_cast; ring)))
  rw [Complex.coe_smul]
  exact (b0 s hs).trans (le_of_eq (by push_cast; ring))
```

Let B₂ and B₃ be the next commutators with A. Each commutator costs at most a factor 2‖A‖, so ‖B₃‖ ≤ M = 8‖A‖³‖B‖. For s ≥ 0 put

F(s) = B(s) − B(−s) − 2sB₁
F′(s) = B₁(s) + B₁(−s) − 2B₁
F″(s) = B₂(s) − B₂(−s)
F‴(s) = B₃(s) + B₃(−s).

F, F′ and F″ vanish at 0, and ‖F‴‖ ≤ 2M. Integrating three times gives the bounds 2Ms, Ms² and Ms³/3. The helper `grow` is one such integration; `b2`, `b1` and `b0` apply it in turn.

```lean
variable {V : Type*} [NormedAddCommGroup V] [InnerProductSpace ℂ V] [CompleteSpace V]
  {ι : Type*} [Fintype ι]

/-- The state `exp(-i t H) exp(i κ X) u`: a kick of strength `κ`, then evolution for time `t`. -/
def kickedState (H X : V →L[ℂ] V) (u : V) (t κ : ℝ) : V := phase H (-t) (phase X κ u)
```

Now `V` is a Hilbert space and `V →L[ℂ] V` its bounded operators. The state is ψ = exp(−itH) exp(iκX)u. The kick is the effect of a term −κδ(t)X added to H. It idealises a pulse so short that H has no time to act, and κ is the time integral of the field.

```lean
/-- The dipole `D(t, κ)`: the real part of `⟨ψ, X ψ⟩` in the kicked and evolved state. -/
def kickedDipole (H X : V →L[ℂ] V) (u : V) (t κ : ℝ) : ℝ :=
  (⟪kickedState H X u t κ, X (kickedState H X u t κ)⟫_ℂ).re
```

D(t,κ) = Re⟨ψ, Xψ⟩; for Hermitian X the real part discards nothing.

```lean
/-- The signal `∑ 2 |X_ni|² sin((ε_n - ε_i) t)` of the initial state `b i`. -/
def dipoleSignal (b : OrthonormalBasis ι ℂ V) (ε : ι → ℝ) (X : V →L[ℂ] V) (i : ι) (t : ℝ) : ℝ :=
  ∑ n, 2 * ‖⟪b n, X (b i)⟫_ℂ‖ ^ 2 * Real.sin ((ε n - ε i) * t)
```

With X_ni = ⟨b_n, Xb_i⟩, the signal is

S(t) = Σₙ 2|X_ni|² sin((ε_n − ε_i)t).

The finite index type `ι` of the basis makes V finite-dimensional.

```lean
/-- An eigenvector of `H` with eigenvalue `e` is multiplied by `exp(i s e)` under `exp(i s H)`. -/
theorem phase_eigenvector {H : V →L[ℂ] V} {v : V} {e : ℂ} (hv : H v = e • v) (s : ℝ) :
    phase H s v = Complex.exp (Complex.I * s * e) • v := by
  -- `exp(-z e) exp(z H) v` does not depend on `z`
  have key : ∀ z : ℂ, HasDerivAt
      (fun z : ℂ => Complex.exp (z * -e) • (NormedSpace.exp (z • H)) v) 0 z := by
    intro z
    have h1 := (hasDerivAt_exp_smul_const H z).clm_apply (hasDerivAt_const z v)
    have h2 := ((hasDerivAt_id' z).mul_const (-e)).cexp
    have hm : (NormedSpace.exp (z • H) * H) v = e • (NormedSpace.exp (z • H)) v := by
      change (NormedSpace.exp (z • H)) (H v) = _
      rw [hv, map_smul]
    refine (h2.smul h1).congr_deriv ?_
    simp only [hm, map_zero]
    module
  have hc := is_const_of_deriv_eq_zero (fun z => (key z).differentiableAt)
    (fun z => (key z).deriv) (Complex.I * s) 0
  simp only [zero_mul, Complex.exp_zero, zero_smul, NormedSpace.exp_zero, one_smul] at hc
  change _ = v at hc
  calc phase H s v = Complex.exp (Complex.I * s * e) •
        (Complex.exp (Complex.I * s * -e) • (NormedSpace.exp ((Complex.I * s) • H)) v) := by
        rw [smul_smul, ← Complex.exp_add, mul_neg, add_neg_cancel, Complex.exp_zero, one_smul,
          phase]
    _ = _ := by rw [hc]
```

If Hv = ev, then exp(−ze) exp(zH)v has zero derivative in z, so it stays equal to v. At z = is this gives exp(isH)v = exp(ise)v.

```lean
/-- For Hermitian `H` and `X`, the dipole is the expectation in the unkicked state of `X`
conjugated first by the evolution and then by the kick. -/
theorem kickedDipole_eq {H X : V →L[ℂ] V} (hH : IsSelfAdjoint H) (hX : IsSelfAdjoint X)
    (u : V) (t κ : ℝ) :
    kickedDipole H X u t κ = (⟪u, heisenberg X (heisenberg H X (-t)) κ u⟫_ℂ).re := by
  have mv : ∀ {A : V →L[ℂ] V}, IsSelfAdjoint A → ∀ (r : ℝ) (v w : V),
      ⟪phase A r v, w⟫_ℂ = ⟪v, phase A (-r) w⟫_ℂ := by
    intro A hA r v w
    rw [← phase_star hA r, ContinuousLinearMap.star_eq_adjoint,
      ContinuousLinearMap.adjoint_inner_right]
  unfold kickedDipole kickedState
  rw [mv hH, mv hX]
  rfl
```

Moving both exponentials across the inner product gives

D(t,κ) = Re⟨u, exp(−iκX) X_t exp(iκX)u⟩, X_t = exp(itH) X exp(−itH).

```lean
/-- For Hermitian `H` and `X` and an orthonormal eigenbasis of `H`, the expectation in `b i` of `i`
times the commutator of the evolved dipole with `X` is the signal of `b i`. -/
theorem commutator_eq_signal {H X : V →L[ℂ] V} (hH : IsSelfAdjoint H) (hX : IsSelfAdjoint X)
    (b : OrthonormalBasis ι ℂ V) (ε : ι → ℝ) (hb : ∀ n, H (b n) = (ε n : ℂ) • b n)
    (i : ι) (t : ℝ) :
    (⟪b i, kickRate X (heisenberg H X (-t)) (b i)⟫_ℂ).re = dipoleSignal b ε X i t := by
  have sa : ∀ {S : V →L[ℂ] V}, IsSelfAdjoint S → ∀ v w : V, ⟪S v, w⟫_ℂ = ⟪v, S w⟫_ℂ := by
    intro S hS v w
    rw [← ContinuousLinearMap.adjoint_inner_right, ← ContinuousLinearMap.star_eq_adjoint,
      hS.star_eq]
  have mv : ∀ (r : ℝ) (v w : V), ⟪phase H r v, w⟫_ℂ = ⟪v, phase H (-r) w⟫_ℂ := by
    intro r v w
    rw [← phase_star hH r, ContinuousLinearMap.star_eq_adjoint,
      ContinuousLinearMap.adjoint_inner_right]
  have hcj : ∀ r e : ℝ, conj (Complex.exp (Complex.I * r * e))
      = Complex.exp (-(Complex.I * r * e)) := by
    intro r e
    rw [← Complex.exp_conj]
    simp
  have hA : IsSelfAdjoint (heisenberg H X (-t)) := by
    change star _ = _
    simp only [heisenberg, star_mul, phase_star hH, hX.star_eq, neg_neg, mul_assoc]
  -- the correlation function in the eigenbasis
  have hc : ⟪b i, heisenberg H X (-t) (X (b i))⟫_ℂ = ∑ n, ((‖⟪b n, X (b i)⟫_ℂ‖ ^ 2 : ℝ) : ℂ) *
      Complex.exp (((-((ε n - ε i) * t) : ℝ) : ℂ) * Complex.I) := by
    change ⟪b i, phase H (-(-t)) (X (phase H (-t) (X (b i))))⟫_ℂ = _
    rw [← mv, phase_eigenvector (hb i), inner_smul_left, ← sa hX,
      ← b.sum_inner_mul_inner (X (b i)) (phase H (-t) (X (b i))), Finset.mul_sum]
    refine Finset.sum_congr rfl fun n _ => ?_
    have hz : ((‖⟪b n, X (b i)⟫_ℂ‖ ^ 2 : ℝ) : ℂ)
        = conj ⟪b n, X (b i)⟫_ℂ * ⟪b n, X (b i)⟫_ℂ := by
      rw [Complex.conj_mul', Complex.ofReal_pow]
    rw [← mv t, phase_eigenvector (hb n), inner_smul_left, hcj, hcj, hz,
      ← inner_conj_symm (X (b i)) (b n),
      show ((-((ε n - ε i) * t) : ℝ) : ℂ) * Complex.I
        = -(Complex.I * ((-t : ℝ) : ℂ) * (ε i : ℂ)) + -(Complex.I * (t : ℂ) * (ε n : ℂ)) by
        push_cast; ring, Complex.exp_add]
    ring
  have h2 : ⟪b i, X (heisenberg H X (-t) (b i))⟫_ℂ
      = conj ⟪b i, heisenberg H X (-t) (X (b i))⟫_ℂ := by
    rw [← sa hX, ← sa hA, inner_conj_symm]
  have him : ∀ c : ℂ, (Complex.I * (c - conj c)).re = -2 * c.im := by
    intro c
    simp only [Complex.mul_re, Complex.I_re, Complex.I_im, Complex.sub_re, Complex.sub_im,
      Complex.conj_re, Complex.conj_im]
    ring
  change (⟪b i, Complex.I • (heisenberg H X (-t) (X (b i))
    - X (heisenberg H X (-t) (b i)))⟫_ℂ).re = _
  rw [inner_smul_right, inner_sub_right, h2, him, hc, Complex.im_sum, Finset.mul_sum,
    dipoleSignal]
  refine Finset.sum_congr rfl fun n _ => ?_
  rw [Complex.im_ofReal_mul, Complex.exp_ofReal_mul_I_im, Real.sin_neg]
  ring
```

The hypothesis `hb` says Hb_n = ε_n b_n. Inserting the eigenbasis,

c = ⟨b_i, X_t X b_i⟩ = Σₙ |X_ni|² exp(−i(ε_n − ε_i)t).

The opposite ordering gives the conjugate c*, so i(X_t X − X X_t) has expectation i(c − c*) = −2 Im c = S(t).

```lean
/-- For Hermitian `H` and `X`, an orthonormal eigenbasis of `H` and any `κ ≠ 0`, the central
difference of the kicked dipole equals the signal up to `(4/3) ‖X‖⁴ κ²`, at every time `t`. -/
theorem central_difference_error {H X : V →L[ℂ] V} (hH : IsSelfAdjoint H)
    (hX : IsSelfAdjoint X) (b : OrthonormalBasis ι ℂ V) (ε : ι → ℝ)
    (hb : ∀ n, H (b n) = (ε n : ℂ) • b n) (i : ι) (t : ℝ) {κ : ℝ} (hκ : κ ≠ 0) :
    |(kickedDipole H X (b i) t κ - kickedDipole H X (b i) t (-κ)) / (2 * κ)
      - dipoleSignal b ε X i t| ≤ 4 / 3 * ‖X‖ ^ 4 * κ ^ 2 := by
  have pos : ∀ k : ℝ, 0 < k →
      |(kickedDipole H X (b i) t k - kickedDipole H X (b i) t (-k)) / (2 * k)
        - dipoleSignal b ε X i t| ≤ 4 / 3 * ‖X‖ ^ 4 * k ^ 2 := by
    intro k hk
    set A := heisenberg H X (-t) with hAdef
    set R := heisenberg X A k - heisenberg X A (-k) - ((2 * k : ℝ) : ℂ) • kickRate X A with hR
    have hRn : ‖R‖ ≤ 8 * ‖X‖ ^ 3 * ‖X‖ * k ^ 3 / 3 := by
      refine (central_difference hX A hk.le).trans ?_
      gcongr
      exact norm_heisenberg_le hH X (-t)
    have hD : kickedDipole H X (b i) t k - kickedDipole H X (b i) t (-k)
        - 2 * k * dipoleSignal b ε X i t = (⟪b i, R (b i)⟫_ℂ).re := by
      rw [kickedDipole_eq hH hX, kickedDipole_eq hH hX, ← commutator_eq_signal hH hX b ε hb i t,
        ← hAdef]
      change _ = (⟪b i, heisenberg X A k (b i) - heisenberg X A (-k) (b i)
        - ((2 * k : ℝ) : ℂ) • kickRate X A (b i)⟫_ℂ).re
      rw [inner_sub_right, inner_sub_right, inner_smul_right, Complex.sub_re, Complex.sub_re,
        Complex.re_ofReal_mul]
    have hI : |(⟪b i, R (b i)⟫_ℂ).re| ≤ ‖R‖ := by
      have h1 := norm_inner_le_norm (𝕜 := ℂ) (b i) (R (b i))
      have h2 := R.le_opNorm (b i)
      rw [b.norm_eq_one i] at h1 h2
      linarith [Complex.abs_re_le_norm ⟪b i, R (b i)⟫_ℂ]
    have hq : (kickedDipole H X (b i) t k - kickedDipole H X (b i) t (-k)) / (2 * k)
        - dipoleSignal b ε X i t = (⟪b i, R (b i)⟫_ℂ).re / (2 * k) := by
      rw [← hD]
      field_simp
    rw [hq, abs_div, abs_of_pos (by positivity : 0 < 2 * k), div_le_iff₀ (by positivity)]
    exact (hI.trans hRn).trans (le_of_eq (by ring))
  -- the quotient is even in the kick strength
  rcases lt_or_gt_of_ne hκ with h | h
  · have h' := pos (-κ) (by linarith)
    rw [neg_neg, neg_sq, mul_neg, div_neg, ← neg_div, neg_sub] at h'
    exact h'
  · exact pos κ h
```

For κ > 0, apply the cubic bound with A = X and B = X_t, where ‖X_t‖ ≤ ‖X‖. In the unit vector b_i,

|D(t,κ) − D(t,−κ) − 2κS(t)| ≤ 8‖X‖⁴κ³/3.

Dividing by 2κ gives the stated bound. The quotient is even in κ, which settles κ < 0. Here ‖X‖ is the operator norm, the largest absolute value of an eigenvalue of X. The bound does not involve t, so as κ → 0 the central difference tends to S(t) uniformly in time. Thus S(t) is the linear response, the derivative of D(t,κ) with respect to κ at κ = 0.

For real-time absorption calculations, this bounds the finite-kick error when H is a fixed Hermitian matrix; a density-dependent Hamiltonian is a different problem.

```lean
/-- For Hermitian `H` and `X` with `X² = 1` and an orthonormal eigenbasis of `H`, the dipole after
the kick `κ` minus the dipole after the kick `-κ` is exactly `sin(2κ)` times the signal. -/
theorem involutive_kick {H X : V →L[ℂ] V} (hH : IsSelfAdjoint H) (hX : IsSelfAdjoint X)
    (hXX : X * X = 1) (b : OrthonormalBasis ι ℂ V) (ε : ι → ℝ)
    (hb : ∀ n, H (b n) = (ε n : ℂ) • b n) (i : ι) (t κ : ℝ) :
    kickedDipole H X (b i) t κ - kickedDipole H X (b i) t (-κ)
      = Real.sin (2 * κ) * dipoleSignal b ε X i t := by
  -- Euler's formula, from the eigenvectors `u + X u` and `u - X u`
  have euler : ∀ r : ℝ, phase X r
      = Complex.cos r • (1 : V →L[ℂ] V) + (Complex.I * Complex.sin r) • X := by
    intro r
    ext u
    have hu : X (X u) = u := congrArg (fun T : V →L[ℂ] V => T u) hXX
    have h1 := phase_eigenvector (H := X) (v := u + X u) (e := 1)
      (by rw [map_add, hu]; module) r
    have h2 := phase_eigenvector (H := X) (v := u - X u) (e := -1)
      (by rw [map_sub, hu]; module) r
    rw [map_add, mul_one, mul_comm, Complex.exp_mul_I] at h1
    rw [map_sub, show Complex.I * (r : ℂ) * -1 = (-(r : ℂ)) * Complex.I by ring,
      Complex.exp_mul_I, Complex.cos_neg, Complex.sin_neg] at h2
    change phase X r u = Complex.cos r • u + (Complex.I * Complex.sin r) • X u
    linear_combination (norm := module) (1 / 2 : ℂ) • h1 + (1 / 2 : ℂ) • h2
  set A := heisenberg H X (-t) with hAdef
  have hop : heisenberg X A κ - heisenberg X A (-κ)
      = ((Real.sin (2 * κ) : ℝ) : ℂ) • kickRate X A := by
    rw [Real.sin_two_mul]
    simp only [heisenberg, kickRate, euler, neg_neg, Complex.ofReal_neg, Complex.cos_neg,
      Complex.sin_neg, Complex.ofReal_mul, Complex.ofReal_sin, Complex.ofReal_cos,
      Complex.ofReal_ofNat, add_mul, mul_add, smul_mul_assoc, mul_smul_comm, one_mul, mul_one]
    module
  rw [kickedDipole_eq hH hX, kickedDipole_eq hH hX, ← commutator_eq_signal hH hX b ε hb i t,
    ← hAdef, ← Complex.sub_re, ← inner_sub_right, ← Complex.re_ofReal_mul, ← inner_smul_right]
  exact congrArg (fun T : V →L[ℂ] V => (⟪b i, T (b i)⟫_ℂ).re) hop
```

If X² = 1, the vectors u ± Xu satisfy the eigenvalue equation of X for ±1, so exp(irX) = cos r + iX sin r. Expanding the conjugation, the part odd in κ leaves

D(t,κ) − D(t,−κ) = sin(2κ) S(t).

```lean
/-- The operator on `ℂ²` given by a two-by-two matrix. -/
def twoLevel (M : Matrix (Fin 2) (Fin 2) ℂ) :
    EuclideanSpace ℂ (Fin 2) →L[ℂ] EuclideanSpace ℂ (Fin 2) :=
  Matrix.toEuclideanCLM (n := Fin 2) (𝕜 := ℂ) M
```

`twoLevel` turns a 2×2 matrix into an operator on ℂ².

```lean
/-- The two-level system with energies `0` and `1` and the Pauli matrix `σx` as dipole meets the
hypotheses of `involutive_kick`, and its signal from the lower level is `2 sin t`. -/
theorem involutive_kick_witness :
    IsSelfAdjoint (twoLevel !![0, 0; 0, 1]) ∧ IsSelfAdjoint (twoLevel !![0, 1; 1, 0]) ∧
    twoLevel !![0, 1; 1, 0] * twoLevel !![0, 1; 1, 0] = 1 ∧
    (∀ n, twoLevel !![0, 0; 0, 1] (EuclideanSpace.basisFun (Fin 2) ℂ n)
      = (((![0, 1] : Fin 2 → ℝ) n : ℝ) : ℂ) • EuclideanSpace.basisFun (Fin 2) ℂ n) ∧
    ∀ t, dipoleSignal (EuclideanSpace.basisFun (Fin 2) ℂ) ![0, 1]
      (twoLevel !![0, 1; 1, 0]) 0 t = 2 * Real.sin t := by
  have hT : ∀ M v i, (twoLevel M v).ofLp i = (M.mulVec v.ofLp) i := fun _ _ _ => rfl
  refine ⟨?_, ?_, ?_, ?_, ?_⟩
  · change star _ = _
    rw [twoLevel, ← map_star]
    congr 1
    ext i j
    fin_cases i <;> fin_cases j <;> simp [Matrix.star_apply]
  · change star _ = _
    rw [twoLevel, ← map_star]
    congr 1
    ext i j
    fin_cases i <;> fin_cases j <;> simp [Matrix.star_apply]
  · rw [twoLevel, ← map_mul, ← map_one (Matrix.toEuclideanCLM (n := Fin 2) (𝕜 := ℂ))]
    congr 1
    ext i j
    fin_cases i <;> fin_cases j <;> simp [Matrix.mul_apply, Fin.sum_univ_two]
  · intro n
    ext i
    rw [hT]
    fin_cases n <;> fin_cases i <;> simp [Matrix.mulVec, dotProduct]
  · intro t
    simp [dipoleSignal, Fin.sum_univ_two, EuclideanSpace.inner_single_left, hT, Matrix.mulVec,
      dotProduct]

end

end DeltaKickCentralDifference
```

Energies 0 and 1 with X = σx satisfy these hypotheses. From the lower level, |X₁₀| = 1 and S(t) = 2 sin t. At t = π/2 the central difference is therefore sin(2κ)/κ = 2 − 4κ²/3 + …, while S = 2. Since ‖X‖ = 1, the constant 4/3 in the general bound cannot be lowered.

```lean
#print axioms DeltaKickCentralDifference.central_difference_error
-- 'DeltaKickCentralDifference.central_difference_error' depends on axioms: [propext, Classical.choice, Quot.sound]
#print axioms DeltaKickCentralDifference.involutive_kick
-- 'DeltaKickCentralDifference.involutive_kick' depends on axioms: [propext, Classical.choice, Quot.sound]
```
